# At T > 0, the least free energy of independent electrons with mean number N in a partly filled finite set of levels is the maximum over μ of μN plus the grand potential

## Can one number μ replace a search over all occupations?

A metallic simulation cell holds a fixed average number of electrons, and I give them an electronic temperature so that levels near the Fermi energy are fractionally filled. The quantity to minimise is the free energy, over all occupations between 0 and 1 with the right sum. The program never does this search. It adjusts a single number, the chemical potential, and reads the occupations off the Fermi-Dirac formula. I know that a Lagrange multiplier gives this formula as a stationarity condition, but the minimum might lie on the boundary, with some levels exactly empty or full. Does the one-variable problem really reach the same free energy?

## The difference is a relative entropy

Yes, for fixed levels, $T>0$ and an electron number strictly between zero and the number of levels. Let the levels be $e_1,\dots,e_n$, with $T$ in energy units ($k_B=1$). For occupations $f_i\in[0,1]$ with $\sum_i f_i=N$, the free energy is

$$A(f)=\sum_i\big[f_ie_i+T\big(f_i\log f_i+(1-f_i)\log(1-f_i)\big)\big].$$

Here $0\log 0=0$. The entropy is that of levels occupied independently of one another, so the number of electrons fluctuates and $N$ is its mean. The canonical ensemble, with exactly $N$ electrons, has a higher free energy: for one electron in two levels at zero energy it is $-T\log 2$, while the minimum of $A$ is $-2T\log 2$.

The function of the chemical potential, $\mu N$ plus the grand potential, is

$$D(\mu)=\mu N-T\sum_i\log(1+y_i),\qquad y_i=e^{(\mu-e_i)/T}.$$

The Fermi-Dirac occupation is $q_i=y_i/(1+y_i)$, so $1-q_i=1/(1+y_i)$. Taking logarithms gives

$$T\big[f_i\log q_i+(1-f_i)\log(1-q_i)\big]=f_i(\mu-e_i)-T\log(1+y_i).$$

Sum over $i$, use $\sum_i f_i=N$, and subtract from the entropy term of $A$:

$$A(f)-D(\mu)=T\sum_i\Big[f_i\log\frac{f_i}{q_i}+(1-f_i)\log\frac{1-f_i}{1-q_i}\Big].$$

Each bracket is a relative entropy. To find its sign, take $a\ge0$, $b>0$ and $a\ne b$. If $a>0$, then $\log x<x-1$ at $x=b/a$ gives $a\log b-a\log a<b-a$; if $a=0$, this reads $0<b$. Apply it to $(f_i,q_i)$ and to $(1-f_i,1-q_i)$ and add. The right-hand sides cancel, so the bracket is positive unless $f_i=q_i$, when it is zero. Hence $D(\mu)\le A(f)$, with equality exactly when $f=q(\mu)$.

It remains to find a $\mu$ for which $q(\mu)$ holds $N$ electrons. The sum $\sum_i q_i(\mu)$ is continuous and tends to $0$ as $\mu\to-\infty$ and to $n$ as $\mu\to\infty$, so it takes the value $N$ somewhere. At that $\mu$, for every admissible $f$ and every real $\nu$,

$$D(\nu)\le A(q(\mu))=D(\mu)\le A(f).$$

The minimum and the maximum are therefore equal. Your boundary worry is settled too: a minimising $f$, paired with a maximising $\mu$, has zero gap, so it is $q(\mu)$, and every $q_i$ lies strictly between 0 and 1.

At $N=0$ the only admissible state is empty, with $A=0$, while $D(\mu)=-T\sum_i\log(1+y_i)<0$ at every finite $\mu$ if there is at least one level. No chemical potential attains the minimum.

In the Lean file, the finite type `ι` labels the levels, which may be degenerate, and `e` gives their energies. `N` is any real number, not necessarily an integer. `occupations N` is the admissible set, `freeEnergy` is $A$, `dual` is $D$, and `fermi` is $q$. In Lean `Real.log 0` is a real number, so its product with 0 is 0, and empty and full levels have the correct zero entropy.

`strong_duality` states that some number `F` is both the least element of the set of free energies (`IsLeast`) and the greatest element of the range of the dual function (`IsGreatest`), so both extrema are attained. `optimal_pair_iff` states that an admissible `f` and a real `μ` are both optimal exactly when `f = fermi T e μ`. The levels are given in advance; in a self-consistent calculation they depend on the density, and so on the occupations, and that feedback is absent here.

```lean
import Mathlib

open Filter Topology

namespace FiniteTemperatureDuality

noncomputable section

variable {ι : Type*}

/-- The Fermi-Dirac occupation of level `i` at temperature `T ≠ 0` and chemical potential `μ`. -/
def fermi (T : ℝ) (e : ι → ℝ) (μ : ℝ) (i : ι) : ℝ :=
  1 / (1 + Real.exp ((e i - μ) / T))

/-- The relative entropy of an occupation `p` in `[0,1]` with respect to an occupation `q`
in `(0,1)`. -/
def relEntropy (p q : ℝ) : ℝ :=
  p * Real.log p + (1 - p) * Real.log (1 - p) - p * Real.log q - (1 - p) * Real.log (1 - q)

/-- The occupations between 0 and 1 that hold `N` electrons in total. -/
def occupations [Fintype ι] (N : ℝ) : Set (ι → ℝ) :=
  {f | (∀ i, 0 ≤ f i ∧ f i ≤ 1) ∧ ∑ i, f i = N}

/-- The free energy of independent electrons: band energy minus `T` times the entropy. -/
def freeEnergy [Fintype ι] (T : ℝ) (e f : ι → ℝ) : ℝ :=
  ∑ i, (f i * e i + T * (f i * Real.log (f i) + (1 - f i) * Real.log (1 - f i)))

/-- The dual function of the chemical potential at temperature `T ≠ 0`: `μ N` plus the
grand potential. -/
def dual [Fintype ι] (T : ℝ) (e : ι → ℝ) (N μ : ℝ) : ℝ :=
  μ * N - T * ∑ i, Real.log (1 + Real.exp ((μ - e i) / T))

private lemma log_aux {a b : ℝ} (ha : 0 ≤ a) (hb : 0 < b) (h : a ≠ b) :
    a * Real.log b - a * Real.log a < b - a := by
  rcases ha.eq_or_lt with h0 | h0
  · subst h0
    simpa using hb
  · have h1 := Real.log_lt_sub_one_of_pos (div_pos hb h0)
      (fun h2 => h ((div_eq_one_iff_eq h0.ne').mp h2).symm)
    rw [Real.log_div hb.ne' h0.ne'] at h1
    have h2 := mul_lt_mul_of_pos_left h1 h0
    have h3 : a * (b / a - 1) = b - a := by field_simp
    rw [h3] at h2
    linarith

/-- The relative entropy of an occupation `p` in `[0,1]` with respect to a different
occupation `q` in `(0,1)` is positive. -/
theorem relEntropy_pos {p q : ℝ} (hp : 0 ≤ p ∧ p ≤ 1) (hq : 0 < q ∧ q < 1) (h : p ≠ q) :
    0 < relEntropy p q := by
  -- one logarithmic inequality for the electron, one for the hole
  have h1 := log_aux hp.1 hq.1 h
  have h2 := log_aux (sub_nonneg.mpr hp.2) (sub_pos.mpr hq.2)
    (fun h3 => h (by linarith))
  unfold relEntropy
  linarith

private lemma relEntropy_self (p : ℝ) : relEntropy p p = 0 := by
  unfold relEntropy
  ring

private lemma relEntropy_nonneg {p q : ℝ} (hp : 0 ≤ p ∧ p ≤ 1) (hq : 0 < q ∧ q < 1) :
    0 ≤ relEntropy p q := by
  by_cases h : p = q
  · rw [h, relEntropy_self]
  · exact (relEntropy_pos hp hq h).le

private lemma fermi_bounds (T : ℝ) (e : ι → ℝ) (μ : ℝ) (i : ι) :
    0 < fermi T e μ i ∧ fermi T e μ i < 1 := by
  have h := Real.exp_pos ((e i - μ) / T)
  unfold fermi
  refine ⟨by positivity, ?_⟩
  rw [div_lt_one (by positivity)]
  linarith

private lemma fermi_eq (T : ℝ) (e : ι → ℝ) (μ : ℝ) (i : ι) :
    fermi T e μ i = Real.exp ((μ - e i) / T) / (1 + Real.exp ((μ - e i) / T)) := by
  have h : Real.exp ((e i - μ) / T) = (Real.exp ((μ - e i) / T))⁻¹ := by
    rw [← Real.exp_neg]
    congr 1
    ring
  unfold fermi
  rw [h]
  have hp := Real.exp_pos ((μ - e i) / T)
  generalize Real.exp ((μ - e i) / T) = y at hp ⊢
  rw [div_eq_div_iff (by positivity) (by positivity)]
  have h2 := mul_inv_cancel₀ hp.ne'
  linear_combination -h2

private lemma fermi_log {T : ℝ} (hT : T ≠ 0) (e : ι → ℝ) (μ x : ℝ) (i : ι) :
    T * (x * Real.log (fermi T e μ i) + (1 - x) * Real.log (1 - fermi T e μ i))
      = x * (μ - e i) - T * Real.log (1 + Real.exp ((μ - e i) / T)) := by
  have hq : 0 < 1 + Real.exp ((μ - e i) / T) := by positivity
  have h1 : 1 - fermi T e μ i = 1 / (1 + Real.exp ((μ - e i) / T)) := by
    rw [fermi_eq, eq_div_iff hq.ne', sub_mul, div_mul_cancel₀ _ hq.ne']
    ring
  have h2 : T * ((μ - e i) / T) = μ - e i := by field_simp
  rw [h1, fermi_eq, Real.log_div (Real.exp_pos _).ne' hq.ne', Real.log_exp, one_div,
    Real.log_inv]
  linear_combination x * h2

variable [Fintype ι]

/-- For occupations with sum `N` and `T ≠ 0`, free energy minus dual function is `T` times the
total relative entropy with respect to the Fermi-Dirac occupations at `μ`. -/
theorem duality_gap {T N : ℝ} (hT : T ≠ 0) (e f : ι → ℝ) (μ : ℝ) (hN : ∑ i, f i = N) :
    freeEnergy T e f - dual T e N μ = T * ∑ i, relEntropy (f i) (fermi T e μ i) := by
  subst hN
  simp only [freeEnergy, dual, Finset.mul_sum, ← Finset.sum_sub_distrib]
  refine Finset.sum_congr rfl fun i _ => ?_
  unfold relEntropy
  linear_combination fermi_log hT e μ (f i) i

/-- Weak duality: for `T > 0` the dual function at any chemical potential is a lower bound to
the free energy of any admissible occupations. -/
theorem dual_le_freeEnergy {T N : ℝ} (hT : 0 < T) (e : ι → ℝ) {f : ι → ℝ} (μ : ℝ)
    (hf : f ∈ occupations N) : dual T e N μ ≤ freeEnergy T e f := by
  have h := duality_gap hT.ne' e f μ hf.2
  have h1 : 0 ≤ ∑ i, relEntropy (f i) (fermi T e μ i) :=
    Finset.sum_nonneg fun i _ => relEntropy_nonneg (hf.1 i) (fermi_bounds T e μ i)
  have h2 := mul_nonneg hT.le h1
  linarith

/-- For `T > 0` and admissible occupations, the duality gap closes exactly when the occupations
are the Fermi-Dirac ones at `μ`. -/
theorem dual_eq_freeEnergy_iff {T N : ℝ} (hT : 0 < T) (e : ι → ℝ) {f : ι → ℝ} (μ : ℝ)
    (hf : f ∈ occupations N) : dual T e N μ = freeEnergy T e f ↔ f = fermi T e μ := by
  have h := duality_gap hT.ne' e f μ hf.2
  constructor
  · intro h1
    rw [h1, sub_self] at h
    have h2 := (mul_eq_zero.mp h.symm).resolve_left hT.ne'
    -- a vanishing sum of nonnegative terms vanishes level by level
    rw [Finset.sum_eq_zero_iff_of_nonneg
      (fun i _ => relEntropy_nonneg (hf.1 i) (fermi_bounds T e μ i))] at h2
    funext i
    by_contra h3
    exact (relEntropy_pos (hf.1 i) (fermi_bounds T e μ i) h3).ne' (h2 i (Finset.mem_univ i))
  · intro h1
    have h2 : ∑ i, relEntropy (f i) (fermi T e μ i) = 0 :=
      Finset.sum_eq_zero fun i _ => by rw [h1, relEntropy_self]
    rw [h2, mul_zero] at h
    linarith

/-- For `T > 0` and `N` strictly between 0 and the number of levels, some chemical potential
gives Fermi-Dirac occupations that hold `N` electrons. -/
theorem exists_chemicalPotential {T N : ℝ} (hT : 0 < T) (e : ι → ℝ) (h0 : 0 < N)
    (h1 : N < Fintype.card ι) : ∃ μ, fermi T e μ ∈ occupations N := by
  have hc : Continuous fun μ => ∑ i, fermi T e μ i := by
    refine continuous_finsetSum _ fun i _ => ?_
    unfold fermi
    refine Continuous.div continuous_const (by fun_prop) fun μ => ?_
    positivity
  -- all levels empty as μ → -∞
  have hbot : Tendsto (fun μ => ∑ i, fermi T e μ i) atBot (𝓝 (∑ _i : ι, (0 : ℝ))) := by
    refine tendsto_finsetSum _ fun i _ => ?_
    have a := (tendsto_atTop_add_const_left atBot (e i)
      tendsto_neg_atBot_atTop).atTop_div_const hT
    have b := tendsto_inv_atTop_zero.comp
      (tendsto_atTop_add_const_left atBot (1 : ℝ) (Real.tendsto_exp_atTop.comp a))
    refine b.congr fun μ => ?_
    simp [fermi, sub_eq_add_neg]
  -- all levels full as μ → ∞
  have htop : Tendsto (fun μ => ∑ i, fermi T e μ i) atTop (𝓝 (∑ _i : ι, (1 : ℝ))) := by
    refine tendsto_finsetSum _ fun i _ => ?_
    have a := (tendsto_atBot_add_const_left atTop (e i)
      tendsto_neg_atTop_atBot).atBot_div_const hT
    have b := ((Real.tendsto_exp_atBot.comp a).const_add 1).inv₀ (by norm_num)
    have c : ((1 : ℝ) + 0)⁻¹ = 1 := by norm_num
    rw [c] at b
    refine b.congr fun μ => ?_
    simp [fermi, sub_eq_add_neg]
  obtain ⟨a, ha⟩ := (hbot.eventually_lt_const (u := N) (by simpa using h0)).exists
  obtain ⟨b, hb⟩ := (htop.eventually_const_lt (u := N) (by simpa using h1)).exists
  obtain ⟨μ, hμ⟩ := mem_range_of_exists_le_of_exists_ge hc ⟨a, ha.le⟩ ⟨b, hb.le⟩
  exact ⟨μ, fun i => ⟨(fermi_bounds T e μ i).1.le, (fermi_bounds T e μ i).2.le⟩, hμ⟩

/-- Strong duality: for `T > 0` and `N` strictly between 0 and the number of levels, the minimum
of the free energy at `N` electrons equals the maximum of the dual function over `μ`. -/
theorem strong_duality {T N : ℝ} (hT : 0 < T) (e : ι → ℝ) (h0 : 0 < N)
    (h1 : N < Fintype.card ι) :
    ∃ F, IsLeast (freeEnergy T e '' occupations N) F ∧
      IsGreatest (Set.range (dual T e N)) F := by
  obtain ⟨μ, hμ⟩ := exists_chemicalPotential hT e h0 h1
  have h := (dual_eq_freeEnergy_iff hT e μ hμ).mpr rfl
  refine ⟨dual T e N μ, ⟨⟨_, hμ, h.symm⟩, ?_⟩, ⟨⟨μ, rfl⟩, ?_⟩⟩
  · rintro _ ⟨f, hf, rfl⟩
    exact dual_le_freeEnergy hT e μ hf
  · rintro _ ⟨ν, rfl⟩
    rw [h]
    exact dual_le_freeEnergy hT e ν hμ

/-- For `T > 0` and `N` strictly between 0 and the number of levels, admissible occupations `f`
minimise the free energy and `μ` maximises the dual function exactly when `f` is the
Fermi-Dirac distribution at `μ`. -/
theorem optimal_pair_iff {T N : ℝ} (hT : 0 < T) (e : ι → ℝ) (h0 : 0 < N)
    (h1 : N < Fintype.card ι) {f : ι → ℝ} (hf : f ∈ occupations N) (μ : ℝ) :
    ((∀ g ∈ occupations N, freeEnergy T e f ≤ freeEnergy T e g) ∧
      ∀ ν, dual T e N ν ≤ dual T e N μ) ↔ f = fermi T e μ := by
  rw [← dual_eq_freeEnergy_iff hT e μ hf]
  constructor
  · rintro ⟨hmin, hmax⟩
    obtain ⟨ν, hν⟩ := exists_chemicalPotential hT e h0 h1
    have h := (dual_eq_freeEnergy_iff hT e ν hν).mpr rfl
    exact le_antisymm (dual_le_freeEnergy hT e μ hf)
      ((hmin _ hν).trans (h.symm.le.trans (hmax ν)))
  · intro h
    exact ⟨fun g hg => h ▸ dual_le_freeEnergy hT e μ hg,
      fun ν => h ▸ dual_le_freeEnergy hT e ν hf⟩

/-- With at least one level, `T > 0` and no electrons, the dual function at every chemical
potential lies strictly below the free energy of the empty levels. -/
theorem dual_lt_of_no_electrons [Nonempty ι] {T : ℝ} (hT : 0 < T) (e : ι → ℝ) (μ : ℝ) :
    dual T e 0 μ < freeEnergy T e (fun _ => 0) := by
  have hf : (fun _ : ι => (0 : ℝ)) ∈ occupations (0 : ℝ) :=
    ⟨fun _ => ⟨le_rfl, zero_le_one⟩, by simp⟩
  refine lt_of_le_of_ne (dual_le_freeEnergy hT e μ hf) fun h => ?_
  -- a Fermi-Dirac occupation is never exactly zero
  have h1 := congrFun ((dual_eq_freeEnergy_iff hT e μ hf).mp h) (Classical.arbitrary ι)
  exact (fermi_bounds T e μ (Classical.arbitrary ι)).1.ne h1

end

end FiniteTemperatureDuality
```

```lean
#print axioms FiniteTemperatureDuality.strong_duality
-- 'FiniteTemperatureDuality.strong_duality' depends on axioms: [propext, Classical.choice, Quot.sound]
#print axioms FiniteTemperatureDuality.optimal_pair_iff
-- 'FiniteTemperatureDuality.optimal_pair_iff' depends on axioms: [propext, Classical.choice, Quot.sound]
#print axioms FiniteTemperatureDuality.dual_lt_of_no_electrons
-- 'FiniteTemperatureDuality.dual_lt_of_no_electrons' depends on axioms: [propext, Classical.choice, Quot.sound]
```

`log_aux` is the logarithmic inequality, with $a=0$ treated separately. `relEntropy_pos` uses it once for the electron and once for the hole, and `relEntropy_self` and `relEntropy_nonneg` add the case of equal occupations. `fermi_bounds` places $q_i$ strictly between 0 and 1, `fermi_eq` rewrites it as $y_i/(1+y_i)$, and `fermi_log` is the identity for its logarithms. `duality_gap` then compares the two sides level by level, where `linear_combination` inserts that identity.

`dual_le_freeEnergy` sums the nonnegative terms. For equality, `dual_eq_freeEnergy_iff` uses that a vanishing sum of nonnegative terms vanishes term by term. `exists_chemicalPotential` proves continuity and the two limits, picks one $\mu$ with too few electrons and one with too many, and applies the intermediate value theorem.

`strong_duality` is the displayed chain of inequalities. In `optimal_pair_iff`, the forward direction takes a $\nu$ whose Fermi-Dirac occupations hold $N$ electrons and obtains $A(f)\le A(q(\nu))=D(\nu)\le D(\mu)$; with weak duality this closes the gap. By `dual_eq_freeEnergy_iff`, a closed gap is the same as $f=q(\mu)$. Conversely, if the gap is closed, weak duality makes both $f$ and $\mu$ optimal. `dual_lt_of_no_electrons` rules out equality at $N=0$ because a Fermi-Dirac occupation is never zero.

In a Kohn-Sham calculation with Fermi-Dirac smearing, a single k-point and repeated diagonalisation, this step can follow each diagonalisation, with the new eigenvalues held fixed. One method is to bracket $\mu$ between a value that gives too few electrons and one that gives too many, then bisect until $\sum_i q_i(\mu)=N$ to the chosen tolerance. Since $D'(\mu)=N-\sum_i q_i(\mu)$ decreases as $\mu$ grows, this search for a root is also the maximisation of $D$. The resulting $q_i$ weight the orbitals in the new density, and their entropy enters the free energy. Without spin polarisation, each spatial orbital counts as two levels of equal energy.
